# An antisymmetric state of three or more electrons with less than maximal total spin is never a single space–spin product

## Can a lithium doublet be one spatial function times one doublet spin function?

When I set up a variational calculation for the helium ground state, I write the trial function as a symmetric spatial function times the singlet, and from then on I vary only the spatial function. I wanted to start lithium the same way, with one spatial function of three positions times one doublet spin function. Every choice I try either fails to be antisymmetric or vanishes. Am I picking the wrong doublet function, or is there no such product, however general the spatial function?

## No: a single product forces the maximal spin

There is no such product. For $N\ge 3$ electrons, a nonzero antisymmetric product has a symmetric spin factor, and a symmetric spin factor has total spin $N/2$. For lithium that means a quartet. An antisymmetric doublet trial function has to be a sum of at least two space–spin products, whether or not the electrons interact.

### The sign falls on the spatial factor

Label the electrons $0,\dots,N-1$, with positions $x=(x_0,\dots,x_{N-1})$ and spins $s=(s_0,\dots,s_{N-1})$, each spin up or down. A permutation $\sigma$ relabels them: $(x\circ\sigma)_i=x_{\sigma(i)}$, and likewise for $s$. Suppose that for all $\sigma,x,s$

$$f(x\circ\sigma)\,g(s\circ\sigma)=\operatorname{sgn}(\sigma)\,f(x)\,g(s),$$

and that $f(x^0)g(s^0)\neq0$ for some configuration $(x^0,s^0)$.

Three or more two-valued spins can't all differ, so $s^0_i=s^0_j$ for some $i\ne j$. Exchanging $i$ and $j$ leaves $s^0$ unchanged, so $f$ must change sign under that exchange. It is easy to stop here and call $f$ antisymmetric, but so far only one pair has been treated.

For an arbitrary pair $a\neq b$, choose $\sigma$ with $\sigma(a)=i$ and $\sigma(b)=j$, and set $s'=s^0\circ\sigma$. Then $s'_a=s'_b$. Also $g(s')\ne0$, because $f(x^0\circ\sigma)g(s')=\pm f(x^0)g(s^0)\neq0$. Exchanging $a$ and $b$ at $(x,s')$ gives

$$f(x\circ(a\,b))\,g(s')=-f(x)\,g(s'),$$

and dividing by $g(s')$ gives $f(x\circ(a\,b))=-f(x)$ for every $x$.

Exchanges generate all permutations, so $f(x\circ\sigma)=\operatorname{sgn}(\sigma)f(x)$. Inserting this at $x^0$ gives

$$\operatorname{sgn}(\sigma)f(x^0)\,g(s\circ\sigma)=\operatorname{sgn}(\sigma)f(x^0)\,g(s),$$

hence $g(s\circ\sigma)=g(s)$. Conversely, an antisymmetric $f$ times a symmetric $g$ is antisymmetric.

### A symmetric spin function has spin $N/2$

Let $\mathbf s_i$ be the spin operator of electron $i$ in units of $\hbar$, and take $i\neq j$. In $4\,\mathbf s_i\cdot\mathbf s_j$, the $x$ term flips both spins. The $y$ term flips both with a factor $-1$ if they are equal and $+1$ if they are opposite. The $z$ term gives $+1$ for equal and $-1$ for opposite spins. So for equal spins the flips cancel and $g(s)$ remains. For opposite spins the result is $2g(s\circ(i\,j))-g(s)$, which is $g(s)$ by symmetry. Either way $\mathbf s_i\cdot\mathbf s_j$ acts as $\tfrac14$. For $i=j$ it is $3\cdot\tfrac14=\tfrac34$. Summing over all ordered pairs,

$$\mathbf S^2g=\Big(\tfrac34N+\tfrac14N(N-1)\Big)g=\tfrac N2\Big(\tfrac N2+1\Big)g .$$

If the state also had spin quantum number $S$ with $0\le S<N/2$, the two eigenvalues would have to agree. But

$$\tfrac N2\Big(\tfrac N2+1\Big)-S(S+1)=\Big(\tfrac N2-S\Big)\Big(\tfrac N2+S+1\Big)>0 .$$

The same argument in Lean 4 with Mathlib:

```lean
import Mathlib

open Equiv

namespace SpaceSpinFactorization

noncomputable section

variable {N : ℕ} {X A : Type*}

/-- A function of the coordinates of `N` particles is symmetric if every permutation of the
particles leaves it unchanged. -/
def IsSymm (h : (Fin N → A) → ℂ) : Prop :=
  ∀ (σ : Perm (Fin N)) (x : Fin N → A), h (x ∘ σ) = h x

/-- A function of the coordinates of `N` particles is antisymmetric if every permutation of the
particles multiplies it by the sign of the permutation. -/
def IsAntisymm (h : (Fin N → A) → ℂ) : Prop :=
  ∀ (σ : Perm (Fin N)) (x : Fin N → A), h (x ∘ σ) = ((Perm.sign σ : ℤ) : ℂ) * h x

/-- An `N`-electron wavefunction of positions and spins is fermionic if a simultaneous
permutation of positions and spins multiplies it by the sign of the permutation. -/
def IsFermionic (Ψ : (Fin N → X) → (Fin N → Bool) → ℂ) : Prop :=
  ∀ (σ : Perm (Fin N)) (x : Fin N → X) (s : Fin N → Bool),
    Ψ (x ∘ σ) (s ∘ σ) = ((Perm.sign σ : ℤ) : ℂ) * Ψ x s

/-- The three Pauli matrices, with `true` for spin up and `false` for spin down. -/
def pauli : Fin 3 → Bool → Bool → ℂ
  | 0, a, b => if a = b then 0 else 1
  | 1, a, b => if a = b then 0 else if a then -Complex.I else Complex.I
  | 2, a, b => if a = b then (if a then 1 else -1) else 0

/-- Component `α` of the spin of electron `i`, in units of ħ, acting on a spin function. -/
def spinAt (α : Fin 3) (i : Fin N) (g : (Fin N → Bool) → ℂ) : (Fin N → Bool) → ℂ :=
  fun s => ∑ b : Bool, pauli α (s i) b / 2 * g (Function.update s i b)

/-- Component `α` of the total spin, the sum over all electrons. -/
def totalSpin (α : Fin 3) (g : (Fin N → Bool) → ℂ) : (Fin N → Bool) → ℂ :=
  fun s => ∑ i, spinAt α i g s

/-- The squared total spin, the sum of the squares of its three components. -/
def spinSquared (g : (Fin N → Bool) → ℂ) : (Fin N → Bool) → ℂ :=
  fun s => ∑ α, totalSpin α (totalSpin α g) s

/-- If a product of a spatial and a spin function of at least three electrons is fermionic and
not identically zero, its spatial factor changes sign when any two electrons are exchanged. -/
theorem spatial_exchange (hN : 3 ≤ N) {f : (Fin N → X) → ℂ} {g : (Fin N → Bool) → ℂ}
    (H : IsFermionic fun x s => f x * g s) (h0 : ∃ x s, f x * g s ≠ 0)
    {a b : Fin N} (hab : a ≠ b) (x : Fin N → X) : f (x ∘ swap a b) = -f x := by
  obtain ⟨x0, s0, h0⟩ := h0
  -- two of the spins agree
  obtain ⟨i, j, hij, hs⟩ := Fintype.exists_ne_map_eq_of_card_lt s0
    (by rw [Fintype.card_bool, Fintype.card_fin]; omega)
  -- relabel the electrons so that the equal spins sit on `a` and `b`
  obtain ⟨σ, ha, hb⟩ : ∃ σ : Perm (Fin N), σ a = i ∧ σ b = j := by
    refine ⟨swap (swap a i b) j * swap a i, ?_, ?_⟩
    · have hne : i ≠ swap a i b := fun h =>
        hab ((swap a i).injective ((swap_apply_left a i).trans h))
      rw [Perm.mul_apply, swap_apply_left, swap_apply_of_ne_of_ne hne hij]
    · rw [Perm.mul_apply]
      exact swap_apply_left _ _
  have hg : g (s0 ∘ σ) ≠ 0 := by
    intro h
    have e : f (x0 ∘ σ) * g (s0 ∘ σ) = ((Perm.sign σ : ℤ) : ℂ) * (f x0 * g s0) := H σ x0 s0
    rw [h, mul_zero] at e
    have hsign : ((Perm.sign σ : ℤ) : ℂ) ≠ 0 := Int.cast_ne_zero.2 (Units.ne_zero _)
    exact mul_ne_zero hsign h0 e.symm
  have hfix : (s0 ∘ σ) ∘ swap a b = s0 ∘ σ := by
    funext k
    by_cases h1 : k = a
    · simp [h1, ha, hb, hs]
    · by_cases h2 : k = b
      · simp [h2, ha, hb, hs]
      · simp [swap_apply_of_ne_of_ne h1 h2]
  -- the exchange is invisible to the spins, so the sign falls on `f`
  have e : f (x ∘ swap a b) * g ((s0 ∘ σ) ∘ swap a b)
      = ((Perm.sign (swap a b) : ℤ) : ℂ) * (f x * g (s0 ∘ σ)) := H (swap a b) x (s0 ∘ σ)
  rw [hfix, Perm.sign_swap hab] at e
  simp only [Units.val_neg, Units.val_one, Int.cast_neg, Int.cast_one] at e
  apply mul_right_cancel₀ hg
  linear_combination e

/-- For at least three electrons, a product of a spatial and a spin function that is not
identically zero is fermionic exactly when the spatial factor is antisymmetric and the spin
factor is symmetric. -/
theorem fermionic_product_iff (hN : 3 ≤ N) {f : (Fin N → X) → ℂ} {g : (Fin N → Bool) → ℂ}
    (h0 : ∃ x s, f x * g s ≠ 0) :
    IsFermionic (fun x s => f x * g s) ↔ IsAntisymm f ∧ IsSymm g := by
  constructor
  · intro H
    -- exchanges generate all permutations
    have hf : IsAntisymm f := by
      intro σ
      refine Perm.swap_induction_on σ ?_ ?_
      · intro x
        simp
      · intro τ a b hab ih x
        have e : f (x ∘ (swap a b * τ : Perm (Fin N)))
            = ((Perm.sign τ : ℤ) : ℂ) * f (x ∘ swap a b) := ih (x ∘ swap a b)
        rw [e, spatial_exchange hN H h0 hab, Perm.sign_mul, Perm.sign_swap hab]
        simp
    refine ⟨hf, fun σ s => ?_⟩
    obtain ⟨x0, s0, h0⟩ := h0
    have e : f (x0 ∘ σ) * g (s ∘ σ) = ((Perm.sign σ : ℤ) : ℂ) * (f x0 * g s) := H σ x0 s
    have hsign : ((Perm.sign σ : ℤ) : ℂ) ≠ 0 := Int.cast_ne_zero.2 (Units.ne_zero _)
    rw [hf σ x0] at e
    apply mul_left_cancel₀ (mul_ne_zero hsign (left_ne_zero_of_mul h0))
    linear_combination e
  · rintro ⟨hf, hg⟩ σ x s
    change f (x ∘ σ) * g (s ∘ σ) = _ * (f x * g s)
    rw [hf σ x, hg σ s, mul_assoc]

/-- On a symmetric spin function the scalar product of the spins of electrons `i` and `j`
acts as 1/4 if they are different and as 3/4 if they are the same. -/
theorem spin_dot_spin {g : (Fin N → Bool) → ℂ} (hg : IsSymm g) (i j : Fin N)
    (s : Fin N → Bool) :
    ∑ α, spinAt α i (spinAt α j g) s = 1 / 4 * g s + if i = j then 1 / 2 * g s else 0 := by
  by_cases hij : i = j
  · subst hij
    have hid : Function.update s i (s i) = s := Function.update_eq_self i s
    rcases hi : s i <;> rw [hi] at hid <;>
      simp [spinAt, pauli, Fin.sum_univ_three, hi, hid] <;>
      linear_combination (-(g s) / 4) * Complex.I_sq
  · have hji : j ≠ i := fun h => hij h.symm
    have hid : Function.update (Function.update s i (s i)) j (s j) = s := by simp
    have hsw : g (Function.update (Function.update s i (s j)) j (s i)) = g s := by
      rw [← hg (swap i j) s]
      congr 1
      funext k
      by_cases h1 : k = j
      · simp [h1]
      · by_cases h2 : k = i
        · simp [h2, hij]
        · simp [h1, h2, swap_apply_of_ne_of_ne h2 h1]
    rcases hi : s i <;> rcases hj : s j <;> rw [hi, hj] at hid hsw <;>
      simp [spinAt, pauli, Fin.sum_univ_three, hi, hj, hij, hji, hid, hsw]
    · linear_combination
        (g (Function.update (Function.update s i true) j true) / 4) * Complex.I_sq
    · linear_combination (-(g s) / 4) * Complex.I_sq
    · linear_combination (-(g s) / 4) * Complex.I_sq
    · linear_combination
        (g (Function.update (Function.update s i false) j false) / 4) * Complex.I_sq

/-- The squared total spin acts on a symmetric spin function of `N` electrons as
multiplication by `(N/2)(N/2 + 1)`. -/
theorem spinSquared_of_symm {g : (Fin N → Bool) → ℂ} (hg : IsSymm g) (s : Fin N → Bool) :
    spinSquared g s = (N : ℂ) / 2 * ((N : ℂ) / 2 + 1) * g s := by
  have lin : ∀ α i, spinAt α i (totalSpin α g) s = ∑ j, spinAt α i (spinAt α j g) s := by
    intro α i
    simp only [spinAt, totalSpin, Finset.mul_sum]
    exact Finset.sum_comm
  -- the square of the sum is a sum over pairs of electrons
  have expand : spinSquared g s = ∑ i, ∑ j, ∑ α, spinAt α i (spinAt α j g) s := by
    change ∑ α, ∑ i, spinAt α i (totalSpin α g) s = _
    simp only [lin]
    exact Finset.sum_comm.trans (Finset.sum_congr rfl fun i _ => Finset.sum_comm)
  rw [expand]
  simp only [spin_dot_spin hg, Finset.sum_add_distrib, Finset.sum_ite_eq, Finset.mem_univ,
    if_true, Finset.sum_const, Finset.card_univ, Fintype.card_fin, nsmul_eq_mul]
  ring

/-- A nonzero fermionic state of at least three electrons with total spin quantum number `S` (where
`0 ≤ S < N/2`) is not a product of a spatial function and a spin function. -/
theorem low_spin_not_product (hN : 3 ≤ N) {Ψ : (Fin N → X) → (Fin N → Bool) → ℂ}
    (H : IsFermionic Ψ) (h0 : ∃ x s, Ψ x s ≠ 0) {S : ℝ} (hS : 0 ≤ S) (hlow : S < (N : ℝ) / 2)
    (hspin : ∀ x s, spinSquared (Ψ x) s = (S : ℂ) * ((S : ℂ) + 1) * Ψ x s) :
    ¬ ∃ (f : (Fin N → X) → ℂ) (g : (Fin N → Bool) → ℂ), ∀ x s, Ψ x s = f x * g s := by
  rintro ⟨f, g, hfg⟩
  have hΨ : Ψ = fun x s => f x * g s := by
    funext x s
    exact hfg x s
  have hg : IsSymm g := by
    rw [hΨ] at H h0
    exact ((fermionic_product_iff hN h0).1 H).2
  obtain ⟨x0, s0, h0⟩ := h0
  have hsym : IsSymm (Ψ x0) := fun σ s => by rw [hfg, hfg, hg σ s]
  -- compare the two values of the squared spin
  have h := mul_right_cancel₀ h0 ((hspin x0 s0).symm.trans (spinSquared_of_symm hsym s0))
  have hr : S * (S + 1) = (N : ℝ) / 2 * ((N : ℝ) / 2 + 1) := by
    apply Complex.ofReal_injective
    push_cast
    linear_combination h
  nlinarith [mul_pos (sub_pos.2 hlow) (by linarith : 0 < (N : ℝ) / 2 + S + 1)]

/-- The unnormalized Slater determinant of `N` orbitals, one localized on each of `N` sites. -/
def slater (x : Fin N → Fin N) : ℂ :=
  Matrix.det (Matrix.of fun i j => if x i = j then (1 : ℂ) else 0)

/-- The Slater determinant of localized orbitals times the constant spin function is fermionic,
and it is nonzero when electron `i` sits on site `i` for every `i`. -/
theorem fermionic_product_witness :
    IsFermionic (fun (x : Fin N → Fin N) (_ : Fin N → Bool) => slater x * 1) ∧
      slater (id : Fin N → Fin N) * 1 ≠ 0 := by
  constructor
  · intro σ x s
    change slater (x ∘ σ) * 1 = _ * (slater x * 1)
    rw [mul_one, mul_one]
    exact Matrix.det_permute σ (Matrix.of fun i j => if x i = j then (1 : ℂ) else 0)
  · have h : (Matrix.of fun i j : Fin N => if id i = j then (1 : ℂ) else 0) = 1 := by
      ext i j
      simp [Matrix.one_apply]
    rw [slater, h, Matrix.det_one, mul_one]
    exact one_ne_zero

/-- The unnormalized two-electron singlet, up-down minus down-up. -/
def singlet (s : Fin 2 → Bool) : ℂ := (if s 0 then 1 else 0) - (if s 1 then 1 else 0)

/-- For two electrons the constant spatial function times the singlet is fermionic although the
singlet is not symmetric. -/
theorem two_electrons_exception :
    IsFermionic (fun (_ : Fin 2 → X) s => 1 * singlet s) ∧ ¬ IsSymm singlet := by
  constructor
  · intro σ x s
    have hσ : ∀ τ : Perm (Fin 2), τ = 1 ∨ τ = swap 0 1 := by decide
    rcases hσ σ with rfl | rfl
    · simp
    · rw [Perm.sign_swap (by decide)]
      simp [singlet]
  · intro h
    have e := h (swap 0 1) ![true, false]
    norm_num [singlet] at e

end

end SpaceSpinFactorization
```

```lean
#print axioms SpaceSpinFactorization.low_spin_not_product
-- 'SpaceSpinFactorization.low_spin_not_product' depends on axioms: [propext, Classical.choice, Quot.sound]
#print axioms SpaceSpinFactorization.two_electrons_exception
-- 'SpaceSpinFactorization.two_electrons_exception' depends on axioms: [propext, Classical.choice, Quot.sound]
```

### What the theorems say about electrons

Positions are functions `Fin N → X`, where `X` is any set: lattice sites, or points of space. Spins are functions `Fin N → Bool`, with `true` for up. `IsFermionic` means antisymmetry under simultaneous relabelling of positions and spins, and nothing more. `IsAntisymm` and `IsSymm` are the conditions on one factor.

The indices 0, 1, 2 of `pauli` stand for $x,y,z$. `spinAt` applies half a Pauli matrix to one electron's spin argument, `totalSpin` adds over the electrons, and `spinSquared` is $\mathbf S^2$.

`fermionic_product_iff` says that, for $N\ge3$ and a product that is nonzero somewhere, the product is fermionic exactly when $f$ is antisymmetric and $g$ is symmetric. `low_spin_not_product` takes any nonzero fermionic `Ψ` that satisfies $\mathbf S^2\Psi=S(S+1)\Psi$ at every configuration, with $0\le S<N/2$, and denies that any `f` and `g` reproduce it. Here `S` is a real number, not restricted to half-integers. The condition $S\ge0$ excludes the other root, $-N/2-1$, of the same eigenvalue equation.

All equations hold at every configuration. Square-integrable wavefunctions are fixed only up to sets of measure zero, so applying the theorem to them requires representatives that satisfy the equations everywhere. No Hamiltonian or normalisation enters.

Two examples mark the range of the result:

- `fermionic_product_witness` gives an allowed product. `slater` is one particular determinant, with $N$ orbitals localized on $N$ sites, and the spin factor is the constant 1, which describes all spins pointing along $+x$. The product equals 1 when electron $i$ sits on site $i$; with both factors normalised it would be $1/\sqrt{N!\,2^N}$.
- `two_electrons_exception` has the form of your helium function, with a constant as the symmetric spatial factor: the product is fermionic, though the singlet is not symmetric. A constant is normalisable on a finite set of sites but not over all space, so it is not itself a helium trial function. When `X` has at least one point this product is nonzero, so the equivalence does not extend to $N=2$. The code's singlet has values $\pm1$ on up-down and down-up; normalised, they are $\pm1/\sqrt2$.

### From the equal pair to the spin eigenvalue in Lean

`spatial_exchange` is the argument with the equal pair. `Fintype.exists_ne_map_eq_of_card_lt` finds the two equal spins, and a product of two swaps supplies $\sigma$. The statement `hg` is $g(s')\ne0$, and `hfix` says that exchanging $a$ and $b$ leaves $s'$ alone. Antisymmetry under `swap a b` then gives the sign, and `mul_right_cancel₀` divides by $g(s')$.

In `fermionic_product_iff`, `Perm.swap_induction_on` builds a general permutation from exchanges, adding one sign at a time. Cancelling $\operatorname{sgn}(\sigma)f(x^0)$ yields the symmetry of `g`; the converse is a substitution.

`spin_dot_spin` first separates $i=j$ from $i\neq j$, then runs through the spin values. For different electrons, `hsw` expresses the symmetry of `g` under their exchange, which the opposite-spin cases use. `Complex.I_sq` supplies $i^2=-1$ for the $y$ component.

`spinSquared_of_symm` uses linearity (`lin`) and reordered sums (`expand`) to write $\mathbf S^2$ as a sum over pairs. It inserts the values $\tfrac14$ and $\tfrac34$, and `ring` collects the total.

`low_spin_not_product` assumes a factorization, obtains a symmetric `g`, and compares the two eigenvalues where `Ψ` is nonzero. The final `nlinarith` receives the positive product $(N/2-S)(N/2+S+1)$ from the derivation above.

For the examples, `Matrix.det_permute` gives the determinant's sign under a row permutation, and `decide` lists the two permutations of two electrons.
